# Local exchange of a p-only density r²g(r), g(0) > 0, has slope −∞ at the nucleus, and a core that is positive and flat there makes it zero

## How can a flat density give a potential with a cusp?

I take the slope of a radial function at the nucleus to be the limit of (f(r) − f(0))/r as r shrinks to zero from above, because r is never negative. With that convention the valence density of a p-only reference configuration is perfectly flat at the nucleus, since it starts as r². Yet when I subtract the Hartree and exchange potentials from a smooth screened pseudopotential, the ionic potential comes out with a sharp point at r = 0. Adding a partial core density removes it, even though that core is flat at the nucleus too. Where does the point come from, and how can adding one flat function to another cure it?

## The cube root is singular at zero density

The one-sided slope is the right notion here, and it locates the trouble. Local exchange depends on the cube root of the density, and the cube root has infinite slope at zero. A p-only density vanishes at the nucleus only as r², so its cube root starts as r^(2/3), and the flatness of the density does not carry over to the potential. A core that is positive there moves the cube root away from its singular point.

### From r² to r^(2/3), and back to a finite slope

Let a shell of angular momentum l have the density

n(r) = r^(2l) g(r),

where g is continuous from the right at 0 and g(0) > 0. A p-only reference has l = 1. Exchange is

v_x(r) = −c n(r)^(1/3).

The constant c > 0 is the strength of local density exchange; for an unpolarised density in Hartree units it is (3/π)^(1/3).

Near the nucleus g is positive, so for small r > 0 the cube root factorises:

v_x(r) = −c r^(2l/3) g(r)^(1/3).

Dividing by r^(2l/3) and letting r → 0+ gives

v_x(r) / r^(2l/3) → −c g(0)^(1/3).

For l ≥ 1 we have v_x(0) = 0, so the mean slope between 0 and r is v_x(r)/r. For l = 1 it is

v_x(r)/r = [v_x(r)/r^(2/3)] · r^(−1/3) → −∞,

because the bracket has a negative limit and the other factor diverges. For l ≥ 2 the second factor is r^(2l/3 − 1), which tends to zero, and so does the slope. Among shells with l ≥ 1, only p gives an infinite slope. A d-only density still does not give a smooth potential: v_x starts as r^(4/3), so v_x(r)/r² diverges.

Now add a core density m with m(0) > 0 and slope s at the nucleus. For l ≥ 1 the valence part has n(0) = 0 and contributes no slope, since

(n(r) − n(0))/r = r^(2l−1) g(r) → 0.

The total density therefore has value m(0) and slope s at the nucleus, and the chain rule gives

v_x′(0) = −(c/3) m(0)^(−2/3) s.

This is zero exactly when s = 0.

Finally, let the screened potential vs and the Hartree potential vH have finite slopes a and b. The ionic potential is

v_ion = vs − vH − v_x.

With the p-only density its slope is a − b + ∞ = +∞. With a flat positive core it is a − b, which is zero if both potentials are flat.

The limit of a weak core shows how much a zero slope at one point is worth. Take g = G and m = M, both positive constants. Then

v_x′(r) = −(2c/3) G r (G r² + M)^(−2/3).

This vanishes at r = 0 for every M > 0, but at r = √(M/G) it equals −(2c/3) 2^(−2/3) G^(1/2) M^(−1/6), which diverges as M → 0. A very small core leaves a steep feature close to the nucleus. This estimate is a supplement by hand to the Lean file below.

```lean
import Mathlib

open Filter Set
open scoped Topology

namespace POnlyUnscreening

noncomputable section

/-- Valence density `r^(2l) g(r)` of a shell with angular momentum `l`. -/
def shellDensity (l : ℕ) (g : ℝ → ℝ) (r : ℝ) : ℝ := r ^ (2 * l) * g r

/-- Local exchange potential `-c n^(1/3)` of a nonnegative density `n`. -/
def exchangePotential (c : ℝ) (n : ℝ → ℝ) (r : ℝ) : ℝ := -c * n r ^ (1 / 3 : ℝ)

/-- Ionic potential: the screened potential `vs` minus the Hartree potential `vH` and minus
the exchange potential of the density `n`. -/
def unscreened (c : ℝ) (vs vH n : ℝ → ℝ) (r : ℝ) : ℝ :=
  vs r - vH r - exchangePotential c n r

/-- Mean slope of a radial function between the nucleus and the radius `r ≠ 0`. -/
def chord (f : ℝ → ℝ) (r : ℝ) : ℝ := (f r - f 0) / r

/-- A radial function has right derivative `a` at the nucleus exactly when its mean slope
tends to `a` as the radius shrinks to zero. -/
theorem rightDeriv_iff (f : ℝ → ℝ) (a : ℝ) :
    HasDerivWithinAt f a (Ici 0) 0 ↔ Tendsto (chord f) (𝓝[>] 0) (𝓝 a) := by
  rw [← hasDerivWithinAt_Ioi_iff_Ici, hasDerivWithinAt_iff_tendsto_slope' (by simp)]
  have h : slope f 0 = chord f := by
    ext r
    simp [slope_def_field, chord]
  rw [h]

/-- A positive power of the radius tends to zero at the nucleus. -/
theorem rpow_tendsto_zero {p : ℝ} (hp : 0 < p) :
    Tendsto (fun r : ℝ => r ^ p) (𝓝[>] 0) (𝓝 0) := by
  have h := (Real.continuousAt_rpow_const 0 p (Or.inr hp.le)).tendsto
  rw [Real.zero_rpow hp.ne'] at h
  exact h.mono_left nhdsWithin_le_nhds

/-- If `g` is right-continuous at the nucleus and `g(0) > 0`, the exchange potential of the
shell density divided by `r^(2l/3)` tends to `-c g(0)^(1/3)`. -/
theorem exchange_ratio_tendsto (l : ℕ) (c : ℝ) {g : ℝ → ℝ}
    (hg : ContinuousWithinAt g (Ici 0) 0) (g0 : 0 < g 0) :
    Tendsto (fun r => exchangePotential c (shellDensity l g) r / r ^ (2 * (l : ℝ) / 3))
      (𝓝[>] 0) (𝓝 (-c * g 0 ^ (1 / 3 : ℝ))) := by
  have hg' : Tendsto g (𝓝[>] 0) (𝓝 (g 0)) := (hg.mono Ioi_subset_Ici_self).tendsto
  have h := (hg'.rpow_const (p := (1 / 3 : ℝ)) (Or.inl g0.ne')).const_mul (-c)
  refine h.congr' ?_
  filter_upwards [self_mem_nhdsWithin, hg'.eventually (lt_mem_nhds g0)] with r hr hgr
  have hr : 0 < r := hr
  -- the cube root of the centrifugal factor
  have e : (r ^ (2 * l)) ^ (1 / 3 : ℝ) = r ^ (2 * (l : ℝ) / 3) := by
    rw [← Real.rpow_natCast, ← Real.rpow_mul hr.le]
    congr 1
    push_cast
    ring
  have hp := (Real.rpow_pos_of_pos hr (2 * (l : ℝ) / 3)).ne'
  simp only [exchangePotential, shellDensity]
  rw [Real.mul_rpow (by positivity) hgr.le, e, eq_div_iff hp]
  ring

/-- For `l ≥ 1` the exchange potential of the shell density vanishes at the nucleus. -/
theorem exchange_nucleus {l : ℕ} (hl : 1 ≤ l) (c : ℝ) (g : ℝ → ℝ) :
    exchangePotential c (shellDensity l g) 0 = 0 := by
  simp only [exchangePotential, shellDensity]
  rw [zero_pow (by omega), zero_mul, Real.zero_rpow (by norm_num), mul_zero]

/-- For `c > 0`, and `g` right-continuous at the nucleus with `g(0) > 0`, the exchange
potential of a p-only density has slope `-∞` at the nucleus. -/
theorem p_exchange_slope {c : ℝ} (hc : 0 < c) {g : ℝ → ℝ}
    (hg : ContinuousWithinAt g (Ici 0) 0) (g0 : 0 < g 0) :
    Tendsto (chord (exchangePotential c (shellDensity 1 g))) (𝓝[>] 0) atBot := by
  have h2 : Tendsto (fun r : ℝ => r ^ (1 / 3 : ℝ)) (𝓝[>] 0) (𝓝[>] 0) := by
    refine tendsto_nhdsWithin_iff.2 ⟨rpow_tendsto_zero (by norm_num), ?_⟩
    filter_upwards [self_mem_nhdsWithin] with r hr
    exact Real.rpow_pos_of_pos hr _
  have hneg : -c * g 0 ^ (1 / 3 : ℝ) < 0 :=
    mul_neg_of_neg_of_pos (neg_lt_zero.2 hc) (Real.rpow_pos_of_pos g0 _)
  -- the slope is a negative finite limit times the diverging factor r^(-1/3)
  refine ((exchange_ratio_tendsto 1 c hg g0).neg_mul_atTop hneg
    (tendsto_inv_nhdsGT_zero.comp h2)).congr' ?_
  filter_upwards [self_mem_nhdsWithin] with r hr
  have hr : 0 < r := hr
  have e : r ^ (2 * ((1 : ℕ) : ℝ) / 3) * r ^ (1 / 3 : ℝ) = r := by
    rw [← Real.rpow_add hr]
    norm_num
  simp only [Function.comp_apply, chord, exchange_nucleus le_rfl, sub_zero]
  rw [← div_eq_mul_inv, div_div, e]

/-- For `l ≥ 2`, and `g` right-continuous at the nucleus with `g(0) > 0`, the exchange
potential of the shell density has zero slope at the nucleus. -/
theorem higher_shell_exchange_flat {l : ℕ} (hl : 2 ≤ l) (c : ℝ) {g : ℝ → ℝ}
    (hg : ContinuousWithinAt g (Ici 0) 0) (g0 : 0 < g 0) :
    HasDerivWithinAt (exchangePotential c (shellDensity l g)) 0 (Ici 0) 0 := by
  have hl' : (2 : ℝ) ≤ l := by exact_mod_cast hl
  have h := (exchange_ratio_tendsto l c hg g0).mul
    (rpow_tendsto_zero (p := 2 * (l : ℝ) / 3 - 1) (by linarith))
  rw [mul_zero] at h
  refine (rightDeriv_iff _ _).2 (h.congr' ?_)
  filter_upwards [self_mem_nhdsWithin] with r hr
  have hr : 0 < r := hr
  have hp := (Real.rpow_pos_of_pos hr (2 * (l : ℝ) / 3)).ne'
  simp only [chord, exchange_nucleus (by omega : 1 ≤ l), sub_zero]
  rw [Real.rpow_sub_one hr.ne']
  generalize r ^ (2 * (l : ℝ) / 3) = A at hp ⊢
  field_simp

/-- For `l ≥ 1` and `g` right-continuous at the nucleus, the shell density has zero slope
there. -/
theorem shellDensity_flat {l : ℕ} (hl : 1 ≤ l) {g : ℝ → ℝ}
    (hg : ContinuousWithinAt g (Ici 0) 0) :
    HasDerivWithinAt (shellDensity l g) 0 (Ici 0) 0 := by
  obtain ⟨k, rfl⟩ : ∃ k, l = k + 1 := ⟨l - 1, by omega⟩
  have hg' : Tendsto g (𝓝[>] 0) (𝓝 (g 0)) := (hg.mono Ioi_subset_Ici_self).tendsto
  have h : Tendsto (fun r : ℝ => r ^ (2 * k + 1) * g r) (𝓝[>] 0) (𝓝 0) := by
    have h1 := (((continuous_pow (2 * k + 1)).tendsto (0 : ℝ)).mono_left
      nhdsWithin_le_nhds).mul hg'
    simpa using h1
  refine (rightDeriv_iff _ _).2 (h.congr' ?_)
  filter_upwards [self_mem_nhdsWithin] with r hr
  have hr : 0 < r := hr
  simp only [chord, shellDensity]
  rw [eq_div_iff hr.ne', zero_pow (by omega)]
  ring

/-- Let `l ≥ 1` and `g` be right-continuous at the nucleus. With an added core density `m`,
`m(0) > 0` and `m'(0) = s`, exchange has the slope `-(c/3) m(0)^(-2/3) s` at the nucleus. -/
theorem core_exchange_slope {l : ℕ} (hl : 1 ≤ l) (c : ℝ) {g m : ℝ → ℝ} {s : ℝ}
    (hg : ContinuousWithinAt g (Ici 0) 0) (m0 : 0 < m 0)
    (hm : HasDerivWithinAt m s (Ici 0) 0) :
    HasDerivWithinAt (exchangePotential c (fun r => shellDensity l g r + m r))
      (-(c / 3) * m 0 ^ (-(2 / 3) : ℝ) * s) (Ici 0) 0 := by
  have hn0 : shellDensity l g 0 = 0 := by
    simp only [shellDensity]
    rw [zero_pow (by omega), zero_mul]
  have hne : shellDensity l g 0 + m 0 ≠ 0 := by
    rw [hn0, zero_add]
    exact m0.ne'
  -- the core keeps the cube root away from its singular point
  have h := ((((shellDensity_flat hl hg).fun_add hm).rpow_const
    (p := (1 / 3 : ℝ)) (Or.inl hne)).const_mul (-c))
  refine h.congr_deriv ?_
  simp only [hn0, zero_add]
  rw [show (1 / 3 : ℝ) - 1 = -(2 / 3) by norm_num]
  ring

/-- Let `l ≥ 1`, `c ≠ 0`, `g` be right-continuous at the nucleus and the core have `m(0) > 0`
and slope `s` there. Exchange with the core has zero slope exactly when `s = 0`. -/
theorem core_exchange_flat_iff {l : ℕ} (hl : 1 ≤ l) {c : ℝ} (hc : c ≠ 0) {g m : ℝ → ℝ}
    {s : ℝ} (hg : ContinuousWithinAt g (Ici 0) 0) (m0 : 0 < m 0)
    (hm : HasDerivWithinAt m s (Ici 0) 0) :
    HasDerivWithinAt (exchangePotential c (fun r => shellDensity l g r + m r)) 0 (Ici 0) 0
      ↔ s = 0 := by
  have h := core_exchange_slope hl c hg m0 hm
  constructor
  · intro h0
    have hu : UniqueDiffWithinAt ℝ (Ici (0 : ℝ)) 0 := uniqueDiffOn_Ici 0 0 self_mem_Ici
    have e := (h.derivWithin hu).symm.trans (h0.derivWithin hu)
    exact (mul_eq_zero.1 e).resolve_left (mul_ne_zero
      (neg_ne_zero.2 (div_ne_zero hc three_ne_zero)) (Real.rpow_pos_of_pos m0 _).ne')
  · rintro rfl
    simpa using h

/-- Let `c > 0`, `g` be right-continuous at the nucleus with `g(0) > 0`, and the screened and
Hartree potentials have slopes `a` and `b` there. Unscreening with the p-only density gives an
ionic potential of slope `+∞`; adding a core with `m(0) > 0` and `m'(0) = 0` gives exchange
the slope zero and the ionic potential the slope `a - b`. -/
theorem p_only_unscreening {c a b : ℝ} (hc : 0 < c) {g m vs vH : ℝ → ℝ}
    (hg : ContinuousWithinAt g (Ici 0) 0) (g0 : 0 < g 0)
    (hs : HasDerivWithinAt vs a (Ici 0) 0) (hH : HasDerivWithinAt vH b (Ici 0) 0)
    (m0 : 0 < m 0) (hm : HasDerivWithinAt m 0 (Ici 0) 0) :
    Tendsto (chord (unscreened c vs vH (shellDensity 1 g))) (𝓝[>] 0) atTop ∧
    HasDerivWithinAt (exchangePotential c (fun r => shellDensity 1 g r + m r)) 0 (Ici 0) 0 ∧
    HasDerivWithinAt (unscreened c vs vH (fun r => shellDensity 1 g r + m r))
      (a - b) (Ici 0) 0 := by
  have hx := (core_exchange_flat_iff le_rfl hc.ne' hg m0 hm).2 rfl
  refine ⟨?_, hx, ((hs.fun_sub hH).fun_sub hx).congr_deriv (by ring)⟩
  -- finite slopes cannot compensate the divergence of the exchange slope
  have h := (((rightDeriv_iff _ _).1 hs).sub ((rightDeriv_iff _ _).1 hH)).add_atTop
    (tendsto_neg_atBot_atTop.comp (p_exchange_slope hc hg g0))
  refine h.congr (fun r => ?_)
  simp only [Function.comp_apply, chord, unscreened]
  ring

end

end POnlyUnscreening
```

```lean
#print axioms POnlyUnscreening.higher_shell_exchange_flat
#print axioms POnlyUnscreening.core_exchange_flat_iff
#print axioms POnlyUnscreening.p_only_unscreening
```

```
'POnlyUnscreening.higher_shell_exchange_flat' depends on axioms: [propext, Classical.choice, Quot.sound]
'POnlyUnscreening.core_exchange_flat_iff' depends on axioms: [propext, Classical.choice, Quot.sound]
'POnlyUnscreening.p_only_unscreening' depends on axioms: [propext, Classical.choice, Quot.sound]
```

### What the Lean statements say about the potentials

Radial functions are maps `ℝ → ℝ`, but only their behaviour at and just to the right of 0 enters. `Ici 0` is the half-line r ≥ 0, and `𝓝[>] 0` means r → 0 through positive values. A finite slope `a` is written `HasDerivWithinAt f a (Ici 0) 0`. An infinite slope is not a derivative in this sense, so it is expressed through `chord f`, the mean slope between 0 and r, tending to `atBot` (−∞) or `atTop` (+∞).

`shellDensity l g` is the density per volume, without the factor 4πr² of a radial distribution. `exchangePotential c n` is v_x, and `unscreened c vs vH n` is the ionic potential.

The final theorem, `p_only_unscreening`, assumes c > 0, g right-continuous at 0 with g(0) > 0, finite slopes a and b of `vs` and `vH`, and a core with m(0) > 0 and slope 0. It concludes three things:

- the ionic potential unscreened with the p-only density has slope +∞;
- exchange of the p density plus core has slope 0;
- the ionic potential has slope a − b when that total density is used in exchange and `vH` is left unchanged.

Neither g nor m has to be nonnegative or continuous away from the nucleus. The strict inequalities at the nucleus do matter. With g(r) = r, where g(0) = 0, the formula r²g(r) gives r³ and exchange has the finite slope −c. This is a mathematical example only, since the density of a regular p orbital starts as r². With m = 0 the infinite slope returns.

The model contains exchange of local density form only, with no correlation and no gradient terms. The finite slopes of `vs` and `vH` are assumed: `vH` is not computed from the density, and no Kohn–Sham equation links the functions. Within this exchange-only model, the result identifies one source of non-smooth ionic potentials in pseudopotential generation, and a condition on the partial core that removes the infinite slope.

### From the limits by hand to the Lean proof

`rightDeriv_iff` translates between the one-sided derivative and the limit of `chord`. `rpow_tendsto_zero` says that a positive power of r vanishes at the nucleus.

`exchange_ratio_tendsto` is the limit of v_x/r^(2l/3), and it holds for l = 0 as well. It first takes the limit of −c g(r)^(1/3) by continuity. The `filter_upwards` step then restricts to small r > 0 with g(r) > 0, where `Real.mul_rpow` splits the cube root of the product and the two expressions agree.

`exchange_nucleus` records v_x(0) = 0 for l ≥ 1. In `p_exchange_slope`, `neg_mul_atTop` multiplies the negative limit by the diverging r^(−1/3), and the identity `e`, r^(2/3) · r^(1/3) = r, turns the product into the mean slope. `higher_shell_exchange_flat` follows the same route for l ≥ 2, with a factor that tends to zero.

`shellDensity_flat` proves that the valence density has zero slope by writing l = k + 1, so that the mean slope is r^(2k+1) g(r). `core_exchange_slope` adds the core and applies the chain rule for powers, `rpow_const`. That rule needs a nonzero density at the nucleus, which `hne` supplies from m(0) > 0.

For `core_exchange_flat_iff`, one direction inserts s = 0 into the slope formula. The other uses the uniqueness of the one-sided derivative: if exchange also has slope 0, then −(c/3) m(0)^(−2/3) s = 0, and the factors in front of s are nonzero.

In `p_only_unscreening`, the second claim is this equivalence at l = 1, and the third subtracts the three finite slopes. For the first, the mean slope of the ionic potential is split into those of `vs`, `vH` and exchange. The first two combine to the finite limit a − b, and `add_atTop` adds the exchange part, which diverges to +∞ after its change of sign.
